# No differentiable eigenpair continues an exceptional point with nonzero first-order coupling

Q: To get the gradient of a complex resonance energy, I take left and right eigenvectors $l,r$ of a non-Hermitian matrix $H$, contract them with its derivative $H'$ along a displacement $t$, and divide: $l\cdot H'r/(l\cdot r)$. At an exceptional point $l\cdot r=0$. Perhaps only the formula fails, and the energy still has a slope?

A: It has none if $l\cdot H'r\neq0$ and the eigenvector is continuous. Put the exceptional point at $t=0$, with $H(0)r=er$ and $lH(0)=el$. Let $H(t)v(t)=E(t)v(t)$ near $0$, with $E(0)=e$ and $v(0)\neq0$. Then

$$l\cdot(H(t)-H(0))v(t)=E(t)\,l\cdot v(t)-e\,l\cdot v(t)=(E(t)-e)\,l\cdot v(t).$$

Divide by $t\neq0$ and let $t\to0$:

$$\frac{E(t)-e}{t}\;l\cdot v(t)\;\to\;l\cdot H'v(0).$$

The eigenspace of $e$ is one-dimensional, so $v(0)=cr$ with $c\neq0$. The limit is $c\,l\cdot H'r\neq0$, while $l\cdot v(t)\to c\,l\cdot r=0$. The quotient must therefore diverge in modulus, whereas a differentiable $E$ would give it a finite limit.

In Lean 4 with Mathlib:

```lean
import Mathlib

open Filter Topology Matrix

namespace ExceptionalPointForces

noncomputable section

variable {n : Type*} [Fintype n]
```

Q: Which exceptional point does the formal version describe? A conjugated inner product would change the condition.

A: There is no conjugation: `l ⬝ᵥ r` is $\sum_i l_i r_i$, with `l` a row vector. `SelfOrthogonal` says that `r` spans the whole eigenspace and that the nonzero left eigenvector `l` has zero product with it. Physically, two or more levels have merged and only one eigenvector is left.

```lean
/-- The eigenvalue `e` of `A` has a one-dimensional eigenspace spanned by `r`, and a nonzero
left eigenvector (row vector) `l` whose product with `r` vanishes. -/
structure SelfOrthogonal (A : Matrix n n ℂ) (e : ℂ) (r l : n → ℂ) : Prop where
  right_ne : r ≠ 0
  spans : ∀ x : n → ℂ, A *ᵥ x = e • x ↔ ∃ c : ℂ, x = c • r
  left_ne : l ≠ 0
  left : l ᵥ* A = e • l
  orth : l ⬝ᵥ r = 0
```

Q: And the displacement?

A: It is one real parameter, and each matrix entry is differentiable at $0$. The basis is finite and the eigenproblem is the ordinary one, without an overlap matrix or self-consistency.

```lean
/-- The matrix `H'` is the entrywise derivative of the family `H` at `t = 0`. -/
def HasEntryDeriv (H : ℝ → Matrix n n ℂ) (H' : Matrix n n ℂ) : Prop :=
  ∀ i j, HasDerivAt (fun t => H t i j) (H' i j) 0
```

`Continues` describes the followed state: it starts at `e` with a nonzero vector and solves the eigenvalue equation for all `t` near $0$. Continuity of `v` is a separate hypothesis, and the existence of such a state is assumed.

```lean
/-- The pair `E t`, `v t` solves the eigenvalue equation of `H t` for all `t` near `0`, starting
from the eigenvalue `e` and a nonzero vector at `t = 0`. -/
structure Continues (H : ℝ → Matrix n n ℂ) (e : ℂ) (E : ℝ → ℂ) (v : ℝ → n → ℂ) : Prop where
  start : E 0 = e
  ne_zero : v 0 ≠ 0
  eigen : ∀ᶠ t in 𝓝 (0 : ℝ), H t *ᵥ v t = E t • v t
```

Q: So what is concluded, and where does your derivation enter?

A: `force_diverges` says that $|(E(t)-e)/t|\to\infty$ as $t\to0$ from both sides, if `l ⬝ᵥ (H' *ᵥ r) ≠ 0`. That condition means that the displacement acts between the two vectors at first order. `no_differentiable_eigenpair` then excludes a differentiable `E` with a continuous `v`, hence also a pair with both differentiable.

The first lemma is the identity before division by $t$. It moves $H(0)$ onto the left eigenvector.

```lean
/-- Finite-displacement identity: a left eigenvector of `A` and a right eigenvector of `B` relate
the change of the matrix to the difference of the two eigenvalues. -/
theorem finite_displacement {A B : Matrix n n ℂ} {l v : n → ℂ} {e E : ℂ}
    (hl : l ᵥ* A = e • l) (hv : B *ᵥ v = E • v) :
    l ⬝ᵥ ((B - A) *ᵥ v) = (E - e) * (l ⬝ᵥ v) := by
  rw [Matrix.sub_mulVec, dotProduct_sub, hv, Matrix.dotProduct_mulVec, hl, dotProduct_smul,
    smul_dotProduct]
  simp only [smul_eq_mul]
  ring
```

The next one writes the derivative as a limit of quotients, for matrix entries and later for the energy.

```lean
/-- The difference quotient at `0` of a differentiable complex function of a real parameter
tends to its derivative. -/
theorem quotient_tendsto {f : ℝ → ℂ} {f' : ℂ} (h : HasDerivAt f f' 0) :
    Tendsto (fun t : ℝ => (f t - f 0) / (t : ℂ)) (𝓝[≠] 0) (𝓝 f') :=
  (hasDerivAt_iff_tendsto_slope.mp h).congr fun t => by
    simp [slope, Complex.real_smul, div_eq_inv_mul]
```

The limit after division is taken entry by entry through the finite sums, then rewritten with the identity.

```lean
/-- Hellmann-Feynman relation in limit form: for an eigenvector continuous at `0`, the energy
quotient times the left-right overlap tends to the matrix element of `H'`. -/
theorem force_overlap_limit {H : ℝ → Matrix n n ℂ} {H' : Matrix n n ℂ} {e : ℂ} {l : n → ℂ}
    {E : ℝ → ℂ} {v : ℝ → n → ℂ} (hH : HasEntryDeriv H H') (hl : l ᵥ* H 0 = e • l)
    (hb : Continues H e E v) (hv : ContinuousAt v 0) :
    Tendsto (fun t : ℝ => (E t - e) / (t : ℂ) * (l ⬝ᵥ v t)) (𝓝[≠] 0)
      (𝓝 (l ⬝ᵥ (H' *ᵥ v 0))) := by
  -- the matrix element of the difference quotient of `H` converges entry by entry
  have key : Tendsto (fun t : ℝ => l ⬝ᵥ (((t : ℂ)⁻¹ • (H t - H 0)) *ᵥ v t)) (𝓝[≠] 0)
      (𝓝 (l ⬝ᵥ (H' *ᵥ v 0))) := by
    simp only [dotProduct, Matrix.mulVec, Matrix.smul_apply, Matrix.sub_apply]
    refine tendsto_finsetSum _ fun i _ => Tendsto.mul tendsto_const_nhds
      (tendsto_finsetSum _ fun j _ => Tendsto.mul ?_ ?_)
    · exact (quotient_tendsto (hH i j)).congr fun t => by
        simp only [smul_eq_mul, div_eq_inv_mul]
    · exact (continuousAt_pi.mp hv j).tendsto.mono_left nhdsWithin_le_nhds
  refine key.congr' ?_
  filter_upwards [hb.eigen.filter_mono nhdsWithin_le_nhds] with t ht
  rw [Matrix.smul_mulVec, dotProduct_smul, finite_displacement hl ht, smul_eq_mul]
  ring
```

Q: Does a nonzero product with a vanishing factor really force divergence?

A: Yes. Let the product $qo$ tend to $a\neq0$ and $o\to0$. For any bound $b$, eventually $|qo|>|a|/2$ and $|o|<|a|/(2(|b|+1))$. If $|q|<b$, the second inequality would give $|qo|\le|a|/2$, a contradiction.

```lean
/-- If a product has a nonzero limit and its second factor tends to zero, the modulus of the
first factor tends to infinity. -/
theorem norm_diverges {F : Filter ℝ} {q o : ℝ → ℂ} {a : ℂ} (ha : a ≠ 0)
    (hqo : Tendsto (fun t => q t * o t) F (𝓝 a)) (ho : Tendsto o F (𝓝 0)) :
    Tendsto (fun t => ‖q t‖) F atTop := by
  refine tendsto_atTop.mpr fun b => ?_
  have hb : 0 < |b| + 1 := by positivity
  have hA : 0 < ‖a‖ := norm_pos_iff.mpr ha
  have hz : ‖(0 : ℂ)‖ < ‖a‖ / 2 / (|b| + 1) := by
    rw [norm_zero]
    exact div_pos (half_pos hA) hb
  filter_upwards [hqo.norm.eventually_const_lt (half_lt_self hA),
    ho.norm.eventually_lt_const hz] with t h1 h2
  rw [norm_mul] at h1
  rw [lt_div_iff₀ hb] at h2
  by_contra hlt
  have h3 : ‖q t‖ ≤ |b| + 1 := by linarith [not_le.mp hlt, le_abs_self b]
  have h4 := mul_le_mul_of_nonneg_right h3 (norm_nonneg (o t))
  linarith
```

The main theorem obtains $v(0)=cr$ from `spans`, then supplies the nonzero limit and the vanishing overlap.

```lean
/-- At a self-orthogonal eigenvalue with `l H' r ≠ 0`, the energy difference quotient diverges
in modulus along every eigenpair whose eigenvector is continuous at `0`. -/
theorem force_diverges {H : ℝ → Matrix n n ℂ} {H' : Matrix n n ℂ} {e : ℂ} {r l : n → ℂ}
    {E : ℝ → ℂ} {v : ℝ → n → ℂ} (hH : HasEntryDeriv H H')
    (hs : SelfOrthogonal (H 0) e r l) (hc : l ⬝ᵥ (H' *ᵥ r) ≠ 0)
    (hb : Continues H e E v) (hv : ContinuousAt v 0) :
    Tendsto (fun t : ℝ => ‖(E t - e) / (t : ℂ)‖) (𝓝[≠] 0) atTop := by
  -- the eigenvector at the exceptional point is a nonzero multiple of `r`
  obtain ⟨c, hcv⟩ := (hs.spans (v 0)).mp (by
    have h := hb.eigen.self_of_nhds
    rwa [hb.start] at h)
  have hc0 : c ≠ 0 := by
    intro h
    exact hb.ne_zero (by rw [hcv, h, zero_smul])
  refine norm_diverges (a := l ⬝ᵥ (H' *ᵥ v 0)) ?_ (force_overlap_limit hH hs.left hb hv) ?_
  · rw [hcv, Matrix.mulVec_smul, dotProduct_smul, smul_eq_mul]
    exact mul_ne_zero hc0 hc
  · -- the overlap with the left eigenvector fades away
    have h : Tendsto (fun t => l ⬝ᵥ v t) (𝓝[≠] 0) (𝓝 (l ⬝ᵥ v 0)) := by
      simp only [dotProduct]
      exact tendsto_finsetSum _ fun i _ => Tendsto.mul tendsto_const_nhds
        ((continuousAt_pi.mp hv i).tendsto.mono_left nhdsWithin_le_nhds)
    rwa [hcv, dotProduct_smul, hs.orth, smul_zero] at h
```

Differentiability would make the same quotient converge, which contradicts its divergence.

```lean
/-- Hellmann-Feynman failure: at a self-orthogonal eigenvalue with `l H' r ≠ 0`, no eigenpair
continues `e` with eigenvalue differentiable and eigenvector continuous at `0`. -/
theorem no_differentiable_eigenpair {H : ℝ → Matrix n n ℂ} {H' : Matrix n n ℂ} {e : ℂ}
    {r l : n → ℂ} (hH : HasEntryDeriv H H') (hs : SelfOrthogonal (H 0) e r l)
    (hc : l ⬝ᵥ (H' *ᵥ r) ≠ 0) :
    ¬ ∃ (E : ℝ → ℂ) (v : ℝ → n → ℂ),
      Continues H e E v ∧ DifferentiableAt ℝ E 0 ∧ ContinuousAt v 0 := by
  rintro ⟨E, v, hb, hE, hv⟩
  have hq := quotient_tendsto hE.hasDerivAt
  rw [hb.start] at hq
  exact not_tendsto_atTop_of_tendsto_nhds hq.norm (force_diverges hH hs hc hb hv)
```

Q: Can any system satisfy all this?

A: Two levels suffice. One is too few, since two nonzero numbers have a nonzero product. Take coupling $1$ one way and $g$ the other.

```lean
/-- Two-level model with unit coupling one way and coupling `g` the other way. -/
def epModel (g : ℝ) : Matrix (Fin 2) (Fin 2) ℂ := !![0, 1; (g : ℂ), 0]
```

With $g=t$ the energies are $\pm\sqrt t$. The function `root` selects $\sqrt t$ for $t\ge0$ and $i\sqrt{|t|}$ for $t<0$.

```lean
/-- A complex square root of the real number `t`, built from real square roots. -/
def root (t : ℝ) : ℂ := (Real.sqrt t : ℂ) + (Real.sqrt (-t) : ℂ) * Complex.I
```

At $g=0$ the vectors are $r=(1,0)$ and $l=(0,1)$.

```lean
/-- At `g = 0` the two-level model has the self-orthogonal eigenvalue `0`. -/
theorem epModel_selfOrthogonal : SelfOrthogonal (epModel 0) 0 ![1, 0] ![0, 1] where
  right_ne := fun h => by simpa using congrFun h 0
  spans := fun x => by
    constructor
    · intro h
      have h0 := congrFun h 0
      simp [epModel, Matrix.mulVec, dotProduct, Fin.sum_univ_two] at h0
      refine ⟨x 0, ?_⟩
      ext i
      fin_cases i <;> simp [h0]
    · rintro ⟨c, rfl⟩
      ext i
      fin_cases i <;> simp [epModel, Matrix.mulVec, dotProduct, Fin.sum_univ_two]
  left_ne := fun h => by simpa using congrFun h 1
  left := by
    ext i
    fin_cases i <;> simp [epModel, Matrix.vecMul, dotProduct, Fin.sum_univ_two]
  orth := by simp [dotProduct, Fin.sum_univ_two]
```

For any $s$ with $s^2=g$, $(1,s)$ is an eigenvector.

```lean
/-- Every square root `s` of `g` is an eigenvalue of the two-level model, with vector `(1, s)`. -/
theorem epModel_eigen {g : ℝ} {s : ℂ} (h : s ^ 2 = (g : ℂ)) :
    epModel g *ᵥ ![1, s] = s • ![1, s] := by
  ext i
  fin_cases i <;> simp [epModel, Matrix.mulVec, dotProduct, Fin.sum_univ_two, ← h, sq]
```

The next theorem checks every hypothesis for this square-root state, with $l\cdot H'r=1$.

```lean
/-- The model with `g = t` and its square-root eigenpair meet all hypotheses of
`force_diverges`. -/
theorem force_diverges_witness :
    HasEntryDeriv epModel !![0, 0; 1, 0] ∧ SelfOrthogonal (epModel 0) 0 ![1, 0] ![0, 1] ∧
    (![0, 1] : Fin 2 → ℂ) ⬝ᵥ (!![0, 0; 1, 0] *ᵥ ![1, 0]) ≠ 0 ∧
    Continues epModel 0 root (fun t => ![1, root t]) ∧
    ContinuousAt (fun t => ![1, root t]) 0 := by
  have hsq : ∀ t : ℝ, root t ^ 2 = (t : ℂ) := by
    intro t
    rcases le_total 0 t with h | h
    · have h0 : Real.sqrt (-t) = 0 := Real.sqrt_eq_zero_of_nonpos (by linarith)
      rw [root, h0, Complex.ofReal_zero, zero_mul, add_zero, ← Complex.ofReal_pow,
        Real.sq_sqrt h]
    · have h0 : Real.sqrt t = 0 := Real.sqrt_eq_zero_of_nonpos h
      rw [root, h0, Complex.ofReal_zero, zero_add, mul_pow, Complex.I_sq,
        ← Complex.ofReal_pow, Real.sq_sqrt (by linarith), Complex.ofReal_neg]
      ring
  have hcont : Continuous root :=
    (Complex.continuous_ofReal.comp Real.continuous_sqrt).add
      ((Complex.continuous_ofReal.comp (Real.continuous_sqrt.comp continuous_neg)).mul
        continuous_const)
  have hd : HasDerivAt (fun t : ℝ => (t : ℂ)) 1 0 := by
    simpa using (hasDerivAt_id (0 : ℝ)).ofReal_comp
  refine ⟨?_, epModel_selfOrthogonal, ?_, ⟨?_, ?_, ?_⟩, ?_⟩
  · intro i j
    fin_cases i <;> fin_cases j
    · exact hasDerivAt_const (0 : ℝ) (0 : ℂ)
    · exact hasDerivAt_const (0 : ℝ) (1 : ℂ)
    · exact hd
    · exact hasDerivAt_const (0 : ℝ) (0 : ℂ)
  · simp [Matrix.mulVec, dotProduct, Fin.sum_univ_two]
  · simp [root]
  · exact fun h => by simpa using congrFun h 0
  · exact Eventually.of_forall fun t => epModel_eigen (hsq t)
  · refine continuousAt_pi.mpr fun i => ?_
    fin_cases i
    · exact (continuousAt_const : ContinuousAt (fun _ : ℝ => (1 : ℂ)) 0)
    · exact hcont.continuousAt
```

Q: What would my gradient code see here?

A: At $t\neq0$ the left eigenvector is $(s,1)$, so the formula gives $1/(2s)$: in modulus $50$ at $t=10^{-4}$ and $500$ at $t=10^{-6}$. With both vectors normalised to unit length, their overlap has modulus $2\sqrt{|t|}/(1+|t|)$, which goes to zero.

Q: Is every exceptional point this bad?

A: No. With $g=t^2$ the point at $t=0$ is the same, but $H'=0$ and the pair $E=t$, $v=(1,t)$ is differentiable. Without the coupling condition, the other hypotheses do not exclude a smooth continuation.

```lean
/-- With `g = t ^ 2` the derivative at `0` vanishes, and the same self-orthogonal eigenvalue is
continued by an eigenpair differentiable at `0`. -/
theorem differentiable_without_coupling :
    HasEntryDeriv (fun t => epModel (t ^ 2)) !![0, 0; 0, 0] ∧
    SelfOrthogonal (epModel (0 ^ 2)) 0 ![1, 0] ![0, 1] ∧
    Continues (fun t => epModel (t ^ 2)) 0 (fun t => (t : ℂ)) (fun t => ![1, (t : ℂ)]) ∧
    DifferentiableAt ℝ (fun t : ℝ => (t : ℂ)) 0 ∧
    DifferentiableAt ℝ (fun t : ℝ => ![1, (t : ℂ)]) 0 := by
  have hd : HasDerivAt (fun t : ℝ => (t : ℂ)) 1 0 := by
    simpa using (hasDerivAt_id (0 : ℝ)).ofReal_comp
  have hd2 : HasDerivAt (fun t : ℝ => ((t ^ 2 : ℝ) : ℂ)) 0 0 := by
    simpa using (hasDerivAt_pow 2 (0 : ℝ)).ofReal_comp
  refine ⟨?_, ?_, ⟨?_, ?_, ?_⟩, hd.differentiableAt, ?_⟩
  · intro i j
    fin_cases i <;> fin_cases j
    · exact hasDerivAt_const (0 : ℝ) (0 : ℂ)
    · exact hasDerivAt_const (0 : ℝ) (1 : ℂ)
    · exact hd2
    · exact hasDerivAt_const (0 : ℝ) (0 : ℂ)
  · have h0 : (0 : ℝ) ^ 2 = 0 := by norm_num
    rw [h0]
    exact epModel_selfOrthogonal
  · exact Complex.ofReal_zero
  · exact fun h => by simpa using congrFun h 0
  · exact Eventually.of_forall fun t => epModel_eigen (Complex.ofReal_pow t 2).symm
  · refine differentiableAt_pi.mpr fun i => ?_
    fin_cases i
    · exact (hasDerivAt_const (0 : ℝ) (1 : ℂ)).differentiableAt
    · exact hd.differentiableAt

end

end ExceptionalPointForces
```

```lean
#print axioms ExceptionalPointForces.no_differentiable_eigenpair
#print axioms ExceptionalPointForces.differentiable_without_coupling
```

```
'ExceptionalPointForces.no_differentiable_eigenpair' depends on axioms: [propext, Classical.choice, Quot.sound]
'ExceptionalPointForces.differentiable_without_coupling' depends on axioms: [propext, Classical.choice, Quot.sound]
```
